# The square root of the layer volume factor gives da Costa's curvature term

## An effective potential for a thin layer

To find the low-lying states of an electron confined to a thin curved layer of uniform thickness, one can replace the three-dimensional problem by a Schrödinger equation on the surface and add a potential fixed by the curvature, which is attractive except where the two principal curvatures agree and it vanishes. The result here supplies the curvature expression in that potential for a single non-interacting particle; the thin-layer limit that leads to the surface equation is taken as given.

Let $q$ be the distance along the normal from a hypersurface with principal curvatures $k_i$, where $i$ runs over $n$ principal directions. A small length along direction $i$ is multiplied by $1-k_iq$ when it is moved to distance $q$, so a volume element is multiplied by

$$P(q)=\prod_i(1-k_iq).$$

With this sign convention, a positive $k_i$ means that lengths shrink towards positive $q$.

Put $s=\sqrt P$ and write the wavefunction as $\psi=\chi/s$. Then $|\psi|^2P=|\chi|^2$, so $\chi$ is normalised with the product of the surface element and $dq$. The normal part of the Laplacian becomes

$$\frac1P\,\partial_q(P\,\partial_q\psi)=\frac1s\left(\partial_q^2\chi-\frac{s''}{s}\chi\right).$$

For a particle of mass $m$, the kinetic energy therefore contributes the potential $\frac{\hbar^2}{2m}\frac{s''}{s}$, which is evaluated at $q=0$ when the layer is thin. What remains is to express $s''/s$ through the curvatures.

## The identity and its Lean form

The hypersurface at distance $q$ has principal curvatures $\kappa_i(q)=k_i/(1-k_iq)$. If every factor $1-k_iq$ is positive, then

$$\frac{s''(q)}{s(q)}=\frac14\Big(\sum_i\kappa_i\Big)^2-\frac12\sum_i\kappa_i^2 .$$

This is `geometricTerm_eq`. At $q=0$ all factors equal one and $\kappa_i=k_i$, so `geometricTerm_zero` needs no hypothesis.

In Lean the curvatures are a function `k : ι → ℝ` on a finite index type `ι`. The function $P$ is `layerJacobian`, $s$ is `amplitude`, and $\kappa_i(q)$ is `parallelCurvature k q i`. The quantity `geometricTerm` is the second derivative of the amplitude divided by the amplitude, so the curvature formula is derived and not built into the definition. The prefactor $\hbar^2/2m$ is left out.

The positivity hypothesis says that the offset has not reached a focal distance $1/k_i$, where neighbouring normals meet. The curvatures enter as given real numbers: the file contains no embedded hypersurface, no Hamiltonian and no confining potential.

## Two differentiations

The product rule gives

$$P'=-\sum_i k_i\prod_{j\ne i}(1-k_jq)=-\Big(\sum_i\kappa_i\Big)P.$$

Taking the square root halves the relative rate:

$$s'=\frac{P'}{2\sqrt P}=-\frac12\Big(\sum_i\kappa_i\Big)s.$$

Each curvature obeys a Riccati equation,

$$\kappa_i'=\frac{k_i^2}{(1-k_iq)^2}=\kappa_i^2 .$$

Differentiating $s'$ once more and inserting both formulas,

$$s''=-\frac12\Big(\sum_i\kappa_i^2\Big)s-\frac12\Big(\sum_i\kappa_i\Big)s'
=\left[\frac14\Big(\sum_i\kappa_i\Big)^2-\frac12\sum_i\kappa_i^2\right]s .$$

Division by $s>0$ gives the identity.

## Curves, surfaces and more dimensions

For a plane curve there is one curvature $k_0$, and at $q=0$ the term is $k_0^2/4-k_0^2/2=-k_0^2/4$.

For a surface, number the curvatures $k_0,k_1$ as Lean does. With mean curvature $M=(k_0+k_1)/2$ and Gauss curvature $K=k_0k_1$,

$$\frac{(k_0+k_1)^2}{4}-\frac{k_0^2+k_1^2}{2}=-\frac{(k_0-k_1)^2}{4}=-(M^2-K)\le 0 .$$

The term vanishes exactly where $k_0=k_1$, as at every point of a sphere. On a cylinder of radius $R$ it is $-1/(4R^2)$.

For any $n$, the inequality $(\sum_i k_i)^2\ge0$ and the Cauchy–Schwarz bound $(\sum_i k_i)^2\le n\sum_i k_i^2$ give

$$-\frac12\sum_i k_i^2\;\le\;\frac{s''(0)}{s(0)}\;\le\;\frac{n-2}{4}\sum_i k_i^2 .$$

The lower bound is attained exactly when $\sum_i k_i=0$.

## A positive term from curvatures 2, 2 and 1

The sign found for surfaces need not persist for three principal curvatures, which belong to a hypersurface in four-dimensional space. For the values $2,2,1$, near $q=0$,

$$s(q)=(1-2q)\sqrt{1-q}=(1-2q)\left(1-\frac q2-\frac{q^2}{8}+\dots\right).$$

The coefficient of $q^2$ is $1-\frac18=\frac78$, so $s''(0)=\frac74$, while $s(0)=1$. The formula agrees: $5^2/4-9/2=7/4$.

## Beyond the focal distance

Without the positivity hypothesis the identity can fail. Take one curvature $k_0=1$ and $q=2$. The length factor is $-1$, and its square root is not real. Lean assigns the value $0$ to the square root of a negative number and to division by zero, so `geometricTerm` is $0$ there. The right-hand side has $\kappa_0=-1$ and equals $\frac14-\frac12=-\frac14$.

## The Lean file

```lean
import Mathlib

open Finset

namespace DaCostaGeometricPotential

noncomputable section

variable {ι : Type*} [Fintype ι]

/-- The volume factor `∏ (1 - k_i q)` at normal distance `q` from a hypersurface with
principal curvatures `k_i`. -/
def layerJacobian (k : ι → ℝ) (q : ℝ) : ℝ := ∏ i, (1 - k i * q)

/-- The amplitude factor `s(q)`, the square root of the volume factor. -/
def amplitude (k : ι → ℝ) (q : ℝ) : ℝ := √(layerJacobian k q)

/-- The principal curvature `k_i / (1 - k_i q)` of the parallel hypersurface at distance `q`. -/
def parallelCurvature (k : ι → ℝ) (q : ℝ) (i : ι) : ℝ := k i / (1 - k i * q)

/-- The geometric term `s''(q) / s(q)`. -/
def geometricTerm (k : ι → ℝ) (q : ℝ) : ℝ :=
  deriv (deriv (amplitude k)) q / amplitude k q

/-- The mean curvature of a surface with two principal curvatures. -/
def meanCurvature (k : Fin 2 → ℝ) : ℝ := (k 0 + k 1) / 2

/-- The Gauss curvature of a surface with two principal curvatures. -/
def gaussCurvature (k : Fin 2 → ℝ) : ℝ := k 0 * k 1

/-- The length factor `1 - c q` along one principal direction has slope `-c`. -/
private lemma hasDerivAt_factor (c q : ℝ) :
    HasDerivAt (fun x : ℝ => 1 - c * x) (-c) q :=
  (((hasDerivAt_id' q).const_mul c).const_sub 1).congr_deriv (by ring)

omit [Fintype ι] in
/-- Where all length factors are positive, the volume factor changes along the normal at the
relative rate `-∑ κ_i(q)`, for any subset of the principal directions. -/
theorem hasDerivAt_volume (k : ι → ℝ) {q : ℝ} (h : ∀ i, 0 < 1 - k i * q) (t : Finset ι) :
    HasDerivAt (fun x : ℝ => ∏ i ∈ t, (1 - k i * x))
      (-(∑ i ∈ t, parallelCurvature k q i) * ∏ i ∈ t, (1 - k i * q)) q := by
  classical
  induction t using Finset.induction_on with
  | empty =>
    simp only [Finset.prod_empty, Finset.sum_empty]
    exact (hasDerivAt_const q (1 : ℝ)).congr_deriv (by simp)
  | insert a t ha ih =>
    simp only [Finset.prod_insert ha, Finset.sum_insert ha]
    have hκ : parallelCurvature k q a * (1 - k a * q) = k a :=
      div_mul_cancel₀ _ (h a).ne'
    -- product rule for one more principal direction
    refine ((hasDerivAt_factor (k a) q).fun_mul ih).congr_deriv ?_
    linear_combination (∏ i ∈ t, (1 - k i * q)) * hκ

/-- Where all length factors are positive, the amplitude factor obeys `s' = -(1/2) (∑ κ_i) s`. -/
theorem hasDerivAt_amplitude (k : ι → ℝ) {q : ℝ} (h : ∀ i, 0 < 1 - k i * q) :
    HasDerivAt (amplitude k)
      (-(1 / 2) * (∑ i, parallelCurvature k q i) * amplitude k q) q := by
  have hP : 0 < ∏ i, (1 - k i * q) := Finset.prod_pos fun i _ => h i
  have hs : 0 < √(∏ i, (1 - k i * q)) := Real.sqrt_pos.2 hP
  have hsq := Real.mul_self_sqrt hP.le
  have key : HasDerivAt (fun x : ℝ => √(∏ i, (1 - k i * x)))
      (-(1 / 2) * (∑ i, parallelCurvature k q i) * √(∏ i, (1 - k i * q))) q := by
    refine ((hasDerivAt_volume k h Finset.univ).sqrt hP.ne').congr_deriv ?_
    rw [div_eq_iff (by positivity)]
    linear_combination (∑ i, parallelCurvature k q i) * hsq
  exact key

omit [Fintype ι] in
/-- Where its length factor `1 - k_i q` is nonzero, each principal curvature of the parallel
hypersurfaces obeys the Riccati equation `κ' = κ²`. -/
theorem hasDerivAt_parallelCurvature (k : ι → ℝ) {q : ℝ} (i : ι) (h : 1 - k i * q ≠ 0) :
    HasDerivAt (fun x => parallelCurvature k x i) (parallelCurvature k q i ^ 2) q := by
  refine ((hasDerivAt_const q (k i)).fun_div (hasDerivAt_factor (k i) q) h).congr_deriv ?_
  simp only [parallelCurvature, div_pow]
  congr 1
  ring

/-- As long as all length factors are positive, `s''/s = (∑ κ_i)²/4 - (∑ κ_i²)/2`, with
`κ_i` the principal curvatures of the parallel hypersurface at distance `q`. -/
theorem geometricTerm_eq (k : ι → ℝ) {q : ℝ} (h : ∀ i, 0 < 1 - k i * q) :
    geometricTerm k q =
      (∑ i, parallelCurvature k q i) ^ 2 / 4 - (∑ i, parallelCurvature k q i ^ 2) / 2 := by
  -- the length factors stay positive near `q`, so the formula for `s'` holds there
  have hev : ∀ᶠ x in nhds q, ∀ i, 0 < 1 - k i * x := by
    refine Filter.eventually_all.2 fun i => ?_
    exact (hasDerivAt_factor (k i) q).continuousAt.tendsto.eventually_const_lt (h i)
  have hfirst : deriv (amplitude k) =ᶠ[nhds q]
      fun x => -(1 / 2) * (∑ i, parallelCurvature k x i) * amplitude k x :=
    hev.mono fun x hx => (hasDerivAt_amplitude k hx).deriv
  have hsum : HasDerivAt (fun x => ∑ i, parallelCurvature k x i)
      (∑ i, parallelCurvature k q i ^ 2) q :=
    HasDerivAt.fun_sum fun i _ => hasDerivAt_parallelCurvature k i (h i).ne'
  -- differentiate `s' = -(1/2) (∑ κ_i) s` once more
  have hsecond : HasDerivAt (deriv (amplitude k))
      (((∑ i, parallelCurvature k q i) ^ 2 / 4 - (∑ i, parallelCurvature k q i ^ 2) / 2)
        * amplitude k q) q := by
    refine HasDerivAt.congr_of_eventuallyEq ?_ hfirst
    refine ((hsum.const_mul (-(1 / 2))).fun_mul (hasDerivAt_amplitude k h)).congr_deriv ?_
    ring
  have hs : 0 < amplitude k q := Real.sqrt_pos.2 (Finset.prod_pos fun i _ => h i)
  unfold geometricTerm
  rw [hsecond.deriv, mul_div_assoc, div_self hs.ne', mul_one]

/-- On the hypersurface itself, `s''(0)/s(0) = (∑ k_i)²/4 - (∑ k_i²)/2`. -/
theorem geometricTerm_zero (k : ι → ℝ) :
    geometricTerm k 0 = (∑ i, k i) ^ 2 / 4 - (∑ i, k i ^ 2) / 2 := by
  have h := geometricTerm_eq k (q := 0) (fun i => by simp)
  simpa only [parallelCurvature, mul_zero, sub_zero, div_one] using h

/-- For a plane curve of curvature `κ` the geometric term is `-κ²/4`. -/
theorem geometricTerm_curve (k : Fin 1 → ℝ) : geometricTerm k 0 = -(k 0) ^ 2 / 4 := by
  rw [geometricTerm_zero]
  simp only [Fin.sum_univ_one]
  ring

/-- For a surface the geometric term is `-(M² - K) = -(k₀ - k₁)²/4`; it is never positive, and it
vanishes exactly where the two principal curvatures agree. -/
theorem geometricTerm_surface (k : Fin 2 → ℝ) :
    geometricTerm k 0 = -(meanCurvature k ^ 2 - gaussCurvature k) ∧
    geometricTerm k 0 = -(k 0 - k 1) ^ 2 / 4 ∧
    geometricTerm k 0 ≤ 0 ∧ (geometricTerm k 0 = 0 ↔ k 0 = k 1) := by
  have h : geometricTerm k 0 = -(k 0 - k 1) ^ 2 / 4 := by
    rw [geometricTerm_zero]
    simp only [Fin.sum_univ_two]
    ring
  refine ⟨?_, h, ?_, ?_⟩
  · rw [h, meanCurvature, gaussCurvature]
    ring
  · rw [h]
    nlinarith [sq_nonneg (k 0 - k 1)]
  · rw [h]
    constructor
    · intro h0
      have h1 : (k 0 - k 1) ^ 2 = 0 := by linarith
      exact sub_eq_zero.1 (pow_eq_zero_iff two_ne_zero |>.1 h1)
    · intro h0
      rw [h0]
      ring

/-- For `n` principal curvatures the geometric term lies between `-(∑ k_i²)/2` and
`(n - 2)(∑ k_i²)/4`, and the lower bound is attained exactly when `∑ k_i = 0`. -/
theorem geometricTerm_bounds (k : ι → ℝ) :
    -(∑ i, k i ^ 2) / 2 ≤ geometricTerm k 0 ∧
    geometricTerm k 0 ≤ ((Fintype.card ι : ℝ) - 2) / 4 * ∑ i, k i ^ 2 ∧
    (geometricTerm k 0 = -(∑ i, k i ^ 2) / 2 ↔ ∑ i, k i = 0) := by
  rw [geometricTerm_zero]
  -- Cauchy-Schwarz for the sum of the curvatures
  have hcs : (∑ i, k i) ^ 2 ≤ (Fintype.card ι : ℝ) * ∑ i, k i ^ 2 := by
    have h := sq_sum_le_card_mul_sum_sq (s := (Finset.univ : Finset ι)) (f := k)
    rwa [Finset.card_univ] at h
  refine ⟨?_, ?_, ?_⟩
  · linarith [sq_nonneg (∑ i, k i)]
  · linarith
  · constructor
    · intro h0
      have h1 : (∑ i, k i) ^ 2 = 0 := by linarith
      exact pow_eq_zero_iff two_ne_zero |>.1 h1
    · intro h0
      rw [h0]
      ring

/-- With the three principal curvatures 2, 2 and 1 the geometric term is `7/4`. -/
theorem geometricTerm_three_positive : geometricTerm ![2, 2, 1] 0 = 7 / 4 := by
  rw [geometricTerm_zero]
  norm_num [Fin.sum_univ_succ]

end

end DaCostaGeometricPotential
```

```lean
#print axioms DaCostaGeometricPotential.geometricTerm_curve
#print axioms DaCostaGeometricPotential.geometricTerm_surface
#print axioms DaCostaGeometricPotential.geometricTerm_bounds
#print axioms DaCostaGeometricPotential.geometricTerm_three_positive
```

```
'DaCostaGeometricPotential.geometricTerm_curve' depends on axioms: [propext, Classical.choice, Quot.sound]
'DaCostaGeometricPotential.geometricTerm_surface' depends on axioms: [propext, Classical.choice, Quot.sound]
'DaCostaGeometricPotential.geometricTerm_bounds' depends on axioms: [propext, Classical.choice, Quot.sound]
'DaCostaGeometricPotential.geometricTerm_three_positive' depends on axioms: [propext, Classical.choice, Quot.sound]
```

## How the proof follows the derivation

`hasDerivAt_factor` gives the slope $-k_i$ of a single length factor. `hasDerivAt_volume` obtains $P'$ by induction over a finite set of principal directions. The empty product is constant; adding a direction $a$ uses the product rule and the relation $\kappa_a(1-k_aq)=k_a$, recorded as `hκ`. The step `linear_combination` then checks that the two expressions for the derivative agree.

`hasDerivAt_amplitude` applies the chain rule for the square root, which requires $P\ne0$. This follows from the positive factors. The rule yields $P'/(2\sqrt P)$, and the identity $\sqrt P\,\sqrt P=P$, called `hsq`, turns it into $-\frac12(\sum_i\kappa_i)s$. `hasDerivAt_parallelCurvature` is the quotient rule that gives the Riccati equation.

The main theorem, `geometricTerm_eq`, needs one point that the derivation by hand passes over. To differentiate the formula for $s'$, one must know it in a neighbourhood of $q$, since its value at $q$ alone says nothing about the slope. The step `hev` provides this: each factor is continuous and positive at $q$, hence positive nearby, and there are finitely many factors. `hfirst` then states that the derivative of the amplitude agrees with the formula near $q$. `hsum` adds up the Riccati equations, and `hsecond` applies the product rule to give $s''$. The last line divides by the positive amplitude.

The remaining theorems are algebra at $q=0$. `geometricTerm_curve` and `geometricTerm_surface` write out the sums for one and two curvatures, and `ring` confirms the closed forms. For surfaces, the sign and the condition for vanishing both come from the square $(k_0-k_1)^2$. `geometricTerm_bounds` takes the Cauchy–Schwarz inequality from Mathlib as `hcs`; the two bounds then follow by linear arithmetic. `geometricTerm_three_positive` evaluates the formula at $2,2,1$.
